# The propagator on a tight-binding ring as an average over crystal momenta

The theorem `propagator_apply` concerns a single particle hopping between nearest neighbours on a finite ring of N ≥ 3 sites, with Hamiltonian equal to the adjacency matrix A (hopping amplitude 1, no on-site energies, ħ = 1). It states that the amplitude between sites x and y, the (x, y) entry of exp(−itA), is (1/N) Σₖ exp(2πik(x − y)/N) exp(−2it cos(2πk/N)), for every real t. The proof diagonalises A with the matrix `F` of unnormalised plane waves, each of squared norm N, and puts the compensating factor 1/N into the inverse `G`. It then exponentiates the diagonal matrix of energies and compares the two sums momentum by momentum.

An attempt in Lean 4 with a fault in it:

```lean
import Mathlib

open Filter Topology Matrix ComplexConjugate

noncomputable section

namespace PropagatorApply

/-- The nearest-neighbour adjacency matrix on the ring of `N` sites. -/
def hopping (N : ℕ) : Matrix (ZMod N) (ZMod N) ℂ :=
  Matrix.of fun x y => if y = x + 1 ∨ y = x - 1 then 1 else 0

/-- The band energy `2 cos (2 π k / N)` at crystal momentum `k`, for nonzero `N`. -/
def bandEnergy {N : ℕ} (k : ZMod N) : ℝ := 2 * Real.cos (2 * Real.pi * k.val / N)

/-- The time-evolution matrix `exp (-i t A)` of the ring with `N ≠ 0` sites. -/
def propagator (N : ℕ) [NeZero N] (t : ℝ) : Matrix (ZMod N) (ZMod N) ℂ :=
  NormedSpace.exp ((-(Complex.I * t)) • hopping N)

variable {N : ℕ} [NeZero N]

local notation "χ" => (ZMod.stdAddChar : AddChar (ZMod N) ℂ)

/-- The band energy is the sum of the Bloch phases for a hop to the right and to the left. -/
theorem bandEnergy_eq (k : ZMod N) : (bandEnergy k : ℂ) = χ k + χ (-k) := by
  rw [AddChar.map_neg_eq_inv, ZMod.stdAddChar_apply, ZMod.toCircle_apply, ← Complex.exp_neg]
  have h : 2 * (Real.pi : ℂ) * Complex.I * (k.val : ℂ) / N
      = (2 * Real.pi * (k.val : ℂ) / N) * Complex.I := by ring
  simp only [bandEnergy, Complex.ofReal_mul, Complex.ofReal_div, Complex.ofReal_cos,
    Complex.ofReal_natCast, Complex.ofReal_ofNat]
  rw [h, Complex.cos, neg_mul]
  ring

/-- On a ring of at least three sites, the plane wave of momentum `k` is an eigenvector of the
adjacency matrix with the band energy as eigenvalue. -/
theorem hopping_planeWave (h3 : 3 ≤ N) (k : ZMod N) :
    hopping N *ᵥ (fun x => χ (k * x)) = (bandEnergy k : ℂ) • fun x => χ (k * x) := by
  ext x
  -- the two neighbours of a site are distinct
  have hne : x + 1 ≠ x - 1 := by
    intro h
    have h2 : ((2 : ℕ) : ZMod N) = 0 := by
      push_cast
      linear_combination h
    have := Nat.le_of_dvd (by norm_num) ((CharP.cast_eq_zero_iff (ZMod N) N 2).1 h2)
    omega
  have hterm : ∀ y, hopping N x y * χ (k * y)
      = (if y = x + 1 then χ (k * y) else 0) + (if y = x - 1 then χ (k * y) else 0) := by
    intro y
    by_cases h1 : y = x + 1
    · have h2 : y ≠ x - 1 := fun h => hne (h1.symm.trans h)
      rw [if_pos h1, if_neg h2]
      simp [hopping, h1]
    · by_cases h2 : y = x - 1
      · rw [if_neg h1, if_pos h2]
        simp [hopping, h2]
      · simp [hopping, h1, h2]
  change ∑ y, hopping N x y * χ (k * y) = (bandEnergy k : ℂ) * χ (k * x)
  rw [Finset.sum_congr rfl fun y _ => hterm y, Finset.sum_add_distrib]
  simp only [Finset.sum_ite_eq', Finset.mem_univ, if_true]
  rw [bandEnergy_eq, show k * (x + 1) = k * x + k by ring,
    show k * (x - 1) = k * x + -k by ring, AddChar.map_add_eq_mul, AddChar.map_add_eq_mul]
  ring

/-- On a ring of at least three sites, the amplitude between sites `x` and `y` is the average
over all momenta of the Bloch phase times the dynamical phase. -/
theorem propagator_apply (h3 : 3 ≤ N) (t : ℝ) (x y : ZMod N) :
    propagator N t x y = (N : ℂ)⁻¹ *
      ∑ k : ZMod N, χ (k * (x - y)) * Complex.exp (-(Complex.I * t) * bandEnergy k) := by
  have hN0 : (N : ℂ) ≠ 0 := Nat.cast_ne_zero.2 (NeZero.ne N)
  let F : Matrix (ZMod N) (ZMod N) ℂ := Matrix.of fun x k => χ (k * x)
  let G : Matrix (ZMod N) (ZMod N) ℂ := Matrix.of fun k y => (N : ℂ)⁻¹ * χ (-(k * y))
  have hterm : ∀ x y k, F x k * G k y = (N : ℂ)⁻¹ * χ (k * (x - y)) := by
    intro x y k
    change χ (k * x) * ((N : ℂ)⁻¹ * χ (-(k * y))) = _
    rw [show k * (x - y) = k * x + -(k * y) by ring, AddChar.map_add_eq_mul]
    ring
  -- orthogonality of plane waves
  have hFG : F * G = 1 := by
    ext x y
    rw [Matrix.mul_apply, Finset.sum_congr rfl fun k _ => hterm x y k, ← Finset.mul_sum,
      AddChar.sum_mulShift _ (ZMod.isPrimitive_stdAddChar N)]
    by_cases h : x = y
    · subst h
      simp [ZMod.card, hN0]
    · simp [h, sub_eq_zero]
  have hAF : hopping N * F = F * diagonal (fun k => (bandEnergy k : ℂ)) := by
    ext x k
    rw [Matrix.mul_diagonal]
    exact (congrFun (hopping_planeWave h3 k) x).trans (mul_comm _ _)
  have hinv : F⁻¹ = G := Matrix.inv_eq_right_inv hFG
  have hunit : IsUnit F := ⟨⟨F, G, hFG, mul_eq_one_comm.1 hFG⟩, rfl⟩
  have hconj : (-(Complex.I * t)) • hopping N
      = F * diagonal (fun k => -(Complex.I * t) * (bandEnergy k : ℂ)) * F⁻¹ := by
    have hd : diagonal (fun k : ZMod N => -(Complex.I * t) * (bandEnergy k : ℂ))
        = (-(Complex.I * t)) • diagonal (fun k : ZMod N => (bandEnergy k : ℂ)) := by
      rw [← Matrix.diagonal_smul]
      rfl
    rw [hinv, hd, Matrix.mul_smul, ← hAF, Matrix.smul_mul, Matrix.mul_assoc, hFG,
      Matrix.mul_one]
  unfold propagator
  rw [hconj, Matrix.exp_conj _ _ hunit, Matrix.exp_diagonal, hinv, Matrix.mul_apply,
    Finset.mul_sum]
  refine Finset.sum_congr rfl fun k _ => ?_
  rw [Matrix.mul_diagonal, Pi.exp_apply, ← Complex.exp_eq_exp_ℂ]
  linear_combination Complex.exp (-(Complex.I * t) * bandEnergy k) * hterm x y k

end PropagatorApply
```

Compiling this gives:

```
Main.lean:105:27: error(lean.unknownIdentifier): Unknown identifier `Pi.exp_apply`
Main.lean:69:87: error: unsolved goals
N : ℕ
inst✝ : NeZero N
h3 : 3 ≤ N
t : ℝ
x y : ZMod N
hN0 : ↑N ≠ 0
F : Matrix (ZMod N) (ZMod N) ℂ := of fun x k => ZMod.stdAddChar (k * x)
G : Matrix (ZMod N) (ZMod N) ℂ := of fun k y => (↑N)⁻¹ * ZMod.stdAddChar (-(k * y))
hterm : ∀ (x y k : ZMod N), F x k * G k y = (↑N)⁻¹ * ZMod.stdAddChar (k * (x - y))
hFG : F * G = 1
hAF : hopping N * F = F * diagonal fun k => ↑(bandEnergy k)
hinv : F⁻¹ = G
hunit : IsUnit F
hconj : -(Complex.I * ↑t) • hopping N = (F * diagonal fun k => -(Complex.I * ↑t) * ↑(bandEnergy k)) * F⁻¹
k : ZMod N
x✝ : k ∈ Finset.univ
⊢ F x k * NormedSpace.exp (fun k => -(Complex.I * ↑t) * ↑(bandEnergy k)) k * G k y =
    (↑N)⁻¹ * (ZMod.stdAddChar (k * (x - y)) * Complex.exp (-(Complex.I * ↑t) * ↑(bandEnergy k)))
```

What went wrong. The first message says that Lean finds no declaration called `Pi.exp_apply`, so the rewrite that names it cannot be carried out. The second shows the goal left open, with `Matrix.mul_diagonal` already applied. On its left stands `NormedSpace.exp (fun k => …) k`, the exponential of a whole function of momentum, evaluated at `k`. The missing step is to replace this by the exponential of the function's value at `k`, a complex number.

The repair proves that step as `hexp`. Evaluation at `k` is a ring homomorphism, `Pi.evalRingHom`, and is continuous by `continuous_apply k`, so `NormedSpace.map_exp` lets it pass through the exponential. Rewriting with `hexp` leaves an exponential in ℂ, which `← Complex.exp_eq_exp_ℂ` turns into `Complex.exp`, the form used on the right-hand side. The unchanged `linear_combination` then closes the goal using `hterm`. The added comment only describes the step.

The mended proof, as a diff:

```diff
@@ -103,5 +103,9 @@
     Finset.mul_sum]
   refine Finset.sum_congr rfl fun k _ => ?_
-  rw [Matrix.mul_diagonal, Pi.exp_apply, ← Complex.exp_eq_exp_ℂ]
+  -- the exponential of a diagonal is taken entry by entry
+  have hexp : NormedSpace.exp (fun k : ZMod N => -(Complex.I * t) * (bandEnergy k : ℂ)) k
+      = NormedSpace.exp (-(Complex.I * t) * (bandEnergy k : ℂ)) :=
+    NormedSpace.map_exp (Pi.evalRingHom (fun _ : ZMod N => ℂ) k) (continuous_apply k) _
+  rw [Matrix.mul_diagonal, hexp, ← Complex.exp_eq_exp_ℂ]
   linear_combination Complex.exp (-(Complex.I * t) * bandEnergy k) * hterm x y k
 
```
